# Global rotations give zero modes of the Hessian at stationary states of a C² rotation-invariant energy of magnetic moments

**Q:** You let every local moment be an arbitrary vector in R³, so its length can change. Many spin models fix the length. Which physics have you chosen?

**A:** Moments whose lengths and directions are both variables of the energy. A configuration assigns a vector m_i to each i in a finite index set `ι` with n elements, and E is a real function of all 3n components. Stationary means that the first derivative vanishes in every direction, including changes of length. A fixed-length Heisenberg model needs a separate treatment, because stationarity on the spheres still allows a gradient along each m_i.

In Lean 4 with Mathlib:

```lean
import Mathlib

open Matrix

namespace MagneticGoldstoneModes

noncomputable section

variable {ι : Type*} [Fintype ι]
```

**Q:** And what is being rotated, the crystal or the moments?

**A:** Only the moments, all by the same matrix R.

```lean
/-- The global rotation of a moment configuration: one matrix `R` acts on every moment. -/
def rotate (R : Matrix (Fin 3) (Fin 3) ℝ) (v : ι → Fin 3 → ℝ) : ι → Fin 3 → ℝ :=
  fun i => R *ᵥ v i
```

Invariance is required for proper rotations, RᵀR = 1 and det R = 1. It is a postulate about E and stands for the absence of spin-orbit coupling, external fields and any other term that ties the moments to a fixed direction.

```lean
/-- The energy is unchanged when all moments are turned by the same proper rotation. -/
def RotationInvariant (E : (ι → Fin 3 → ℝ) → ℝ) : Prop :=
  ∀ R : Matrix (Fin 3) (Fin 3) ℝ, Rᵀ * R = 1 → R.det = 1 → ∀ v, E (rotate R v) = E v
```

**Q:** Is your Hessian the usual matrix of second derivatives?

**A:** It is the same object as a bilinear form. `hessian E m` takes a displacement v and returns the linear functional w ↦ D²E(m)(v, w). If that functional is zero, the Hessian matrix times v is zero, which says more than vanishing curvature along v.

```lean
/-- The Hessian of the energy, as the derivative of its first derivative. -/
def hessian (E : (ι → Fin 3 → ℝ) → ℝ) (m : ι → Fin 3 → ℝ) :
    (ι → Fin 3 → ℝ) →L[ℝ] (ι → Fin 3 → ℝ) →L[ℝ] ℝ :=
  fderiv ℝ (fderiv ℝ E) m
```

The candidate null vectors are the velocities of a rigid rotation with angular velocity ω. The map `goldstone m` sends ω to (ω × m_i)_i, and its range is the space of modes.

```lean
/-- The map from an angular velocity `ω` to the velocities `ω × m i` of the moments. -/
def goldstone (m : ι → Fin 3 → ℝ) : (Fin 3 → ℝ) →ₗ[ℝ] (ι → Fin 3 → ℝ) where
  toFun ω := fun i => crossProduct ω (m i)
  map_add' a b := by funext i; simp
  map_smul' c a := by funext i; simp
```

**Q:** By hand I would rotate m by a small angle and differentiate. Where do your rotations come from?

**A:** From a rational formula. Write Kv = ω × v and take

R = 1 + pK + rK².

Since Kᵀ = −K and K³ = −|ω|²K,

RᵀR = 1 + (2r − p² − r²|ω|²)K².

For ω ≠ 0, R fixes ω, and on the plane perpendicular to it K² = −|ω|². Hence

det R = (1 − r|ω|²)² + p²|ω|² = 1 − |ω|²(2r − p² − r²|ω|²).

For ω = 0, R is the identity. So R is a proper rotation whenever 2r = p² + r²|ω|².

```lean
/-- The matrix of `v ↦ v + p (ω × v) + r (ω × (ω × v))`. -/
def axisMatrix (ω : Fin 3 → ℝ) (p r : ℝ) : Matrix (Fin 3) (Fin 3) ℝ :=
  !![1 - r * (ω 1 ^ 2 + ω 2 ^ 2), -p * ω 2 + r * ω 0 * ω 1, p * ω 1 + r * ω 0 * ω 2;
     p * ω 2 + r * ω 0 * ω 1, 1 - r * (ω 0 ^ 2 + ω 2 ^ 2), -p * ω 0 + r * ω 1 * ω 2;
     -p * ω 1 + r * ω 0 * ω 2, p * ω 0 + r * ω 1 * ω 2, 1 - r * (ω 0 ^ 2 + ω 1 ^ 2)]
```

The next proof checks these two identities in components. The matrix written out after the scalar factor is K².

```lean
/-- The axis matrix is a proper rotation whenever `2r = p² + r²|ω|²`. -/
theorem axisMatrix_rotation (ω : Fin 3 → ℝ) (p r : ℝ)
    (h : 2 * r = p ^ 2 + r ^ 2 * (ω 0 ^ 2 + ω 1 ^ 2 + ω 2 ^ 2)) :
    (axisMatrix ω p r)ᵀ * axisMatrix ω p r = 1 ∧ (axisMatrix ω p r).det = 1 := by
  constructor
  · -- the deviation from orthogonality is a multiple of the squared generator
    have key : (axisMatrix ω p r)ᵀ * axisMatrix ω p r = 1 +
        (2 * r - p ^ 2 - r ^ 2 * (ω 0 ^ 2 + ω 1 ^ 2 + ω 2 ^ 2)) •
        !![-(ω 1 ^ 2 + ω 2 ^ 2), ω 0 * ω 1, ω 0 * ω 2;
           ω 0 * ω 1, -(ω 0 ^ 2 + ω 2 ^ 2), ω 1 * ω 2;
           ω 0 * ω 2, ω 1 * ω 2, -(ω 0 ^ 2 + ω 1 ^ 2)] := by
      ext i j
      fin_cases i <;> fin_cases j <;>
        simp [axisMatrix, Matrix.mul_apply, Fin.sum_univ_three] <;> ring
    have h0 : 2 * r - p ^ 2 - r ^ 2 * (ω 0 ^ 2 + ω 1 ^ 2 + ω 2 ^ 2) = 0 := by
      linarith
    rw [key, h0, zero_smul, add_zero]
  · rw [Matrix.det_fin_three]
    simp only [axisMatrix, Matrix.of_apply, Matrix.cons_val]
    linear_combination (-(ω 0 ^ 2 + ω 1 ^ 2 + ω 2 ^ 2)) * h
```

**Q:** Stationarity is assumed only at m. Why should the gradient vanish at the rotated states?

**A:** Invariance under the inverse rotation gives E(Rᵀv) = E(v). Differentiate at v = Rm, in the direction w:

DE(Rm)(w) = DE(m)(Rᵀw) = 0.

In the code `L` is the inverse rotation of the whole configuration, and the chain rule gives this line.

```lean
/-- If a differentiable rotation-invariant energy is stationary at `m`, it is stationary at
every globally rotated copy of `m`. -/
theorem stationary_rotate {E : (ι → Fin 3 → ℝ) → ℝ} (hE : Differentiable ℝ E)
    (hinv : RotationInvariant E) {m : ι → Fin 3 → ℝ} (hm : fderiv ℝ E m = 0)
    {R : Matrix (Fin 3) (Fin 3) ℝ} (hR : Rᵀ * R = 1) (hd : R.det = 1) :
    fderiv ℝ E (rotate R m) = 0 := by
  -- the inverse rotation, as a continuous linear map on configurations
  let L : (ι → Fin 3 → ℝ) →L[ℝ] (ι → Fin 3 → ℝ) := LinearMap.toContinuousLinearMap
    (LinearMap.pi fun i => (Matrix.mulVecLin Rᵀ).comp (LinearMap.proj i))
  have hL : ∀ v, L v = rotate Rᵀ v := fun v => rfl
  have hback : L (rotate R m) = m := by
    rw [hL]
    funext i
    simp only [rotate, Matrix.mulVec_mulVec, hR, Matrix.one_mulVec]
  have hcomp : E ∘ L = E := by
    funext v
    rw [Function.comp_apply, hL]
    exact hinv Rᵀ (by rw [Matrix.transpose_transpose]; exact mul_eq_one_comm.mp hR)
      (by rw [Matrix.det_transpose, hd]) v
  have hder := (hE (L (rotate R m))).hasFDerivAt.comp (rotate R m) L.hasFDerivAt
  rw [hcomp, hback, hm, ContinuousLinearMap.zero_comp] at hder
  exact hder.fderiv
```

**Q:** Then the Hessian follows by differentiating along the curve?

**A:** Yes. Choose

p(t) = 2t/(1 + t²|ω|²), r(t) = 2t²/(1 + t²|ω|²).

Then p² + r²|ω|² = 4t²/(1 + t²|ω|²) = 2r, so each t gives a rotation. The rotated configuration is

c(t)_i = m_i + p(t) ω × m_i + r(t) ω × (ω × m_i),

with c(0) = m. Because p′(0) = 2 and r′(0) = 0, its initial velocity is 2(ω × m_i)_i. The derivative DE(c(t)) is zero for every t, so differentiating at t = 0 gives

2 D²E(m)((ω × m_i)_i, ·) = 0.

The proof follows this order: `hc` is the vanishing gradient, `hc'` the initial velocity, and `hG` the derivative of the gradient, which exists because E is C².

```lean
/-- At a stationary state of a twice continuously differentiable rotation-invariant energy,
the Hessian annihilates the mode `(ω × m i)` for every `ω`. -/
theorem hessian_goldstone {E : (ι → Fin 3 → ℝ) → ℝ} (hE : ContDiff ℝ 2 E)
    (hinv : RotationInvariant E) {m : ι → Fin 3 → ℝ} (hm : fderiv ℝ E m = 0)
    (ω : Fin 3 → ℝ) : hessian E m (goldstone m ω) = 0 := by
  let q : ℝ := ω 0 ^ 2 + ω 1 ^ 2 + ω 2 ^ 2
  let p : ℝ → ℝ := fun t => 2 * t / (1 + t ^ 2 * q)
  let r : ℝ → ℝ := fun t => 2 * t ^ 2 / (1 + t ^ 2 * q)
  let c : ℝ → (ι → Fin 3 → ℝ) := fun t =>
    m + (p t • goldstone m ω + r t • goldstone (goldstone m ω) ω)
  -- the curve `c` consists of rotated copies of `m`, so the gradient vanishes along it
  have hc : ∀ t, fderiv ℝ E (c t) = 0 := by
    intro t
    have hq : 0 ≤ q := by positivity
    have hs : 1 + t ^ 2 * q ≠ 0 := by positivity
    have hpr : 2 * r t = p t ^ 2 + r t ^ 2 * q := by
      simp only [p, r]
      field_simp
    obtain ⟨h1, h2⟩ := axisMatrix_rotation ω (p t) (r t) hpr
    have hct : c t = rotate (axisMatrix ω (p t) (r t)) m := by
      funext i k
      fin_cases k <;>
        simp [c, goldstone, rotate, axisMatrix, cross_apply, Matrix.mulVec, dotProduct,
          Fin.sum_univ_three] <;> ring
    rw [hct]
    exact stationary_rotate (hE.differentiable (by norm_num)) hinv hm h1 h2
  have hs : HasDerivAt (fun t : ℝ => 1 + t ^ 2 * q) 0 0 := by
    simpa using ((hasDerivAt_pow 2 (0 : ℝ)).mul_const q).const_add 1
  have hp : HasDerivAt p 2 0 :=
    (((hasDerivAt_id' (0 : ℝ)).const_mul 2).fun_div hs (by norm_num)).congr_deriv
      (by norm_num)
  have hr : HasDerivAt r 0 0 :=
    (((hasDerivAt_pow 2 (0 : ℝ)).const_mul 2).fun_div hs (by norm_num)).congr_deriv
      (by norm_num)
  have hc' : HasDerivAt c ((2 : ℝ) • goldstone m ω) 0 := by
    have h := ((hp.smul_const (goldstone m ω)).fun_add
      (hr.smul_const (goldstone (goldstone m ω) ω))).const_add m
    exact h.congr_deriv (by simp)
  have hc0 : c 0 = m := by simp [c, p, r]
  have hG : HasFDerivAt (fderiv ℝ E) (hessian E m) (c 0) := by
    rw [hc0]
    exact ((hE.fderiv_right (m := 1) (by norm_num)).differentiable
      (by norm_num) m).hasFDerivAt
  -- differentiate the vanishing gradient at `t = 0`
  have h1 := hG.comp_hasDerivAt (0 : ℝ) hc'
  have h2 : fderiv ℝ E ∘ c = fun _ => 0 := funext hc
  rw [h2] at h1
  have h3 := h1.unique (hasDerivAt_const (0 : ℝ) _)
  rw [map_smul] at h3
  exact (smul_eq_zero.mp h3).resolve_left two_ne_zero
```

**Q:** Does it matter that m is stationary? The symmetry holds everywhere.

**A:** It matters. Take one moment with E(v) = v·v and m = (0, 0, 1). This energy is smooth and invariant, but its gradient at m is 2m. The Hessian is twice the identity, so it annihilates no nonzero mode. The energy is constant along the circle that m traces when it is rotated about the x axis, but the circle is curved, and a nonzero gradient contributes to the second derivative along it.

**Q:** How do you count the modes?

**A:** By finding the ω that produce no motion. The double cross product gives

a × (a × b) = (a·b)a − (a·a)b,

so a × b = 0 implies (a·a)b = (a·b)a. The code obtains this from the three components of a × b.

```lean
/-- If `a × b = 0`, then `(a · a) b = (a · b) a`. -/
theorem parallel_of_cross_eq_zero {a b : Fin 3 → ℝ} (h : crossProduct a b = 0) :
    (a ⬝ᵥ a) • b = (a ⬝ᵥ b) • a := by
  have h0 : a 1 * b 2 - a 2 * b 1 = 0 := by simpa [cross_apply] using congrFun h 0
  have h1 : a 2 * b 0 - a 0 * b 2 = 0 := by simpa [cross_apply] using congrFun h 1
  have h2 : a 0 * b 1 - a 1 * b 0 = 0 := by simpa [cross_apply] using congrFun h 2
  funext k
  simp only [Pi.smul_apply, smul_eq_mul, dotProduct, Fin.sum_univ_three]
  fin_cases k
  · change (a 0 * a 0 + a 1 * a 1 + a 2 * a 2) * b 0 =
      (a 0 * b 0 + a 1 * b 1 + a 2 * b 2) * a 0
    linear_combination a 2 * h1 - a 1 * h2
  · change (a 0 * a 0 + a 1 * a 1 + a 2 * a 2) * b 1 =
      (a 0 * b 0 + a 1 * b 1 + a 2 * b 2) * a 1
    linear_combination a 0 * h2 - a 2 * h0
  · change (a 0 * a 0 + a 1 * a 1 + a 2 * a 2) * b 2 =
      (a 0 * b 0 + a 1 * b 1 + a 2 * b 2) * a 2
    linear_combination a 1 * h0 - a 0 * h1
```

Suppose m is nonzero and every m_i is a multiple of one vector u. Then u ≠ 0, and some m_i is a nonzero multiple of it. If ω × m_i = 0 for that i, then ω is a multiple of u; conversely, every multiple of u gives zero motion. The kernel has dimension 1, and rank-nullity leaves 3 − 1 = 2. Parallel and antiparallel arrangements are both included, and some of the moments may vanish.

```lean
omit [Fintype ι] in
/-- If all moments lie along one line and not all vanish, the Goldstone modes span
dimension 2. -/
theorem finrank_collinear {m : ι → Fin 3 → ℝ} (hm : m ≠ 0) {u : Fin 3 → ℝ}
    (hu : ∀ i, ∃ c : ℝ, m i = c • u) :
    Module.finrank ℝ (LinearMap.range (goldstone m)) = 2 := by
  obtain ⟨i, hi⟩ := Function.ne_iff.mp hm
  obtain ⟨c, hc⟩ := hu i
  have hcu : c • u ≠ 0 := by rw [← hc]; exact hi
  obtain ⟨hc0, hu0⟩ := smul_ne_zero_iff.mp hcu
  -- only rotations about the common axis leave the moments fixed
  have hker : LinearMap.ker (goldstone m) = Submodule.span ℝ {u} := by
    ext ω
    rw [LinearMap.mem_ker, Submodule.mem_span_singleton]
    constructor
    · intro h
      have h1 : crossProduct ω (m i) = 0 := congrFun h i
      rw [hc, map_smul] at h1
      have h2 := (smul_eq_zero.mp h1).resolve_left hc0
      have h3 : crossProduct u ω = 0 := by rw [← cross_anticomm, h2, neg_zero]
      have huu : u ⬝ᵥ u ≠ 0 := fun h => hu0 (dotProduct_self_eq_zero.mp h)
      refine ⟨(u ⬝ᵥ u)⁻¹ * (u ⬝ᵥ ω), ?_⟩
      rw [mul_smul, ← parallel_of_cross_eq_zero h3, smul_smul, inv_mul_cancel₀ huu,
        one_smul]
    · rintro ⟨k, rfl⟩
      funext j
      obtain ⟨d, hd⟩ := hu j
      change crossProduct (k • u) (m j) = 0
      rw [hd, map_smul, map_smul, LinearMap.smul_apply, cross_self, smul_zero, smul_zero]
  have h := LinearMap.finrank_range_add_finrank_ker (goldstone m)
  rw [hker, finrank_span_singleton hu0, Module.finrank_fin_fun] at h
  omega
```

The smallest case is a single nonzero moment: the two modes span the plane perpendicular to it. If m = 0, there are no nonzero modes.

**Q:** And for a noncollinear state?

**A:** Suppose m_i and m_j are linearly independent and ω ≠ 0 produces no motion. Then both are multiples of ω, which contradicts independence. The kernel is zero and the rank is 3. The code forms the combination

(ω·m_j)(ω·ω)m_i − (ω·m_i)(ω·ω)m_j = 0.

Independence forces ω·m_i = 0, hence (ω·ω)m_i = 0, which is again impossible.

```lean
omit [Fintype ι] in
/-- If two moments are linearly independent, the Goldstone modes span dimension 3. -/
theorem finrank_noncollinear {m : ι → Fin 3 → ℝ} {i j : ι}
    (hij : LinearIndependent ℝ ![m i, m j]) :
    Module.finrank ℝ (LinearMap.range (goldstone m)) = 3 := by
  have hinj : Function.Injective (goldstone m) := by
    rw [injective_iff_map_eq_zero]
    intro ω h
    by_contra hω
    have hww : ω ⬝ᵥ ω ≠ 0 := fun h => hω (dotProduct_self_eq_zero.mp h)
    have hi := parallel_of_cross_eq_zero (show crossProduct ω (m i) = 0 from congrFun h i)
    have hj := parallel_of_cross_eq_zero (show crossProduct ω (m j) = 0 from congrFun h j)
    rw [LinearIndependent.pair_iff] at hij
    -- both moments would be parallel to `ω`
    have h1 := hij ((ω ⬝ᵥ m j) * (ω ⬝ᵥ ω)) (-((ω ⬝ᵥ m i) * (ω ⬝ᵥ ω))) (by
      rw [neg_smul, mul_smul, mul_smul, hi, hj, smul_smul, smul_smul, mul_comm,
        add_neg_cancel])
    have h2 : ω ⬝ᵥ m i = 0 := (mul_eq_zero.mp (neg_eq_zero.mp h1.2)).resolve_right hww
    rw [h2, zero_smul] at hi
    exact hww (hij (ω ⬝ᵥ ω) 0 (by rw [hi, zero_smul, add_zero])).1
  rw [LinearMap.finrank_range_of_inj hinj, Module.finrank_fin_fun]
```

**Q:** So what does the main theorem say in words?

**A:** For a C², rotation-invariant E that is stationary at m, every rotational mode lies in the kernel of the Hessian. The space of these modes has dimension 2 in the nonzero collinear case and 3 if two moments are linearly independent.

```lean
/-- At a stationary state of a twice continuously differentiable rotation-invariant energy,
the Goldstone modes lie in the kernel of the Hessian. They span dimension 2 for nonzero
collinear moments and 3 if two moments are linearly independent. -/
theorem goldstone_modes {E : (ι → Fin 3 → ℝ) → ℝ} (hE : ContDiff ℝ 2 E)
    (hinv : RotationInvariant E) {m : ι → Fin 3 → ℝ} (hm : fderiv ℝ E m = 0) :
    LinearMap.range (goldstone m) ≤ LinearMap.ker (hessian E m).toLinearMap ∧
    ((m ≠ 0 ∧ ∃ u : Fin 3 → ℝ, ∀ i, ∃ c : ℝ, m i = c • u) →
      Module.finrank ℝ (LinearMap.range (goldstone m)) = 2) ∧
    ((∃ i j, LinearIndependent ℝ ![m i, m j]) →
      Module.finrank ℝ (LinearMap.range (goldstone m)) = 3) := by
  refine ⟨?_, fun ⟨h0, _, hu⟩ => finrank_collinear h0 hu,
    fun ⟨_, _, hij⟩ => finrank_noncollinear hij⟩
  rintro _ ⟨ω, rfl⟩
  exact hessian_goldstone hE hinv hm ω
```

**Q:** "Goldstone" makes me expect gapless magnons.

**A:** Here the word refers only to flat directions of a static energy with finitely many moments. There is no dynamics, no dispersion relation and no infinite-volume limit.

**Q:** Could the Hessian have further zero modes?

**A:** It could. The corollary gives a lower bound of 3 on the nullity for noncollinear states, not an equality.

```lean
/-- At a stationary state with two linearly independent moments, the Hessian of a twice
continuously differentiable rotation-invariant energy has a kernel of dimension at least 3. -/
theorem nullity_noncollinear {E : (ι → Fin 3 → ℝ) → ℝ} (hE : ContDiff ℝ 2 E)
    (hinv : RotationInvariant E) {m : ι → Fin 3 → ℝ} (hm : fderiv ℝ E m = 0) {i j : ι}
    (hij : LinearIndependent ℝ ![m i, m j]) :
    3 ≤ Module.finrank ℝ (LinearMap.ker (hessian E m).toLinearMap) :=
  (finrank_noncollinear hij).symm.le.trans
    (Submodule.finrank_mono (goldstone_modes hE hinv hm).1)
```

At a nonzero stationary state of a finite local-moment model with such an energy, a stability analysis should therefore expect zero eigenvalues from the rotations and not read them as instabilities, and a Newton solver working with all the components meets a singular Hessian there.

**Q:** Is there an actual energy with a noncollinear state of this kind?

**A:** Two moments suffice:

E(v) = (v₀·v₀ − 1)² + (v₁·v₁ − 1)² + (v₀·v₁)².

```lean
/-- An energy of two moments that favours unit lengths and perpendicular directions. -/
def dimerEnergy (v : Fin 2 → Fin 3 → ℝ) : ℝ :=
  (v 0 ⬝ᵥ v 0 - 1) ^ 2 + (v 1 ⬝ᵥ v 1 - 1) ^ 2 + (v 0 ⬝ᵥ v 1) ^ 2
```

This is a polynomial in the components, hence C², and it depends only on dot products, hence is invariant. It is nonnegative and vanishes at the perpendicular unit moments (1, 0, 0) and (0, 1, 0), so that state is a minimum and therefore stationary. The last theorem verifies these properties and the independence of the two moments.

```lean
/-- The dimer energy is twice continuously differentiable and rotation invariant, and it is
stationary at two perpendicular unit moments, which are linearly independent. -/
theorem goldstone_modes_witness :
    ContDiff ℝ 2 dimerEnergy ∧ RotationInvariant dimerEnergy ∧
    fderiv ℝ dimerEnergy ![![1, 0, 0], ![0, 1, 0]] = 0 ∧
    LinearIndependent ℝ ![(![1, 0, 0] : Fin 3 → ℝ), ![0, 1, 0]] := by
  refine ⟨?_, ?_, ?_, ?_⟩
  · unfold dimerEnergy
    simp only [dotProduct, Fin.sum_univ_three]
    fun_prop
  · intro R hR _ v
    have hdot : ∀ a b : Fin 3 → ℝ, (R *ᵥ a) ⬝ᵥ (R *ᵥ b) = a ⬝ᵥ b := by
      intro a b
      rw [Matrix.dotProduct_mulVec, ← Matrix.mulVec_transpose, Matrix.mulVec_mulVec, hR,
        Matrix.one_mulVec]
    simp only [dimerEnergy, rotate, hdot]
  · -- the energy is nonnegative and vanishes at this state
    apply IsLocalMin.fderiv_eq_zero
    refine Filter.Eventually.of_forall fun v => ?_
    have h0 : dimerEnergy ![![1, 0, 0], ![0, 1, 0]] = 0 := by
      simp [dimerEnergy, dotProduct, Fin.sum_univ_three]
    rw [h0]
    unfold dimerEnergy
    positivity
  · rw [LinearIndependent.pair_iff]
    intro s t h
    exact ⟨by simpa using congrFun h 0, by simpa using congrFun h 1⟩

end

end MagneticGoldstoneModes
```

```lean
#print axioms MagneticGoldstoneModes.goldstone_modes
#print axioms MagneticGoldstoneModes.nullity_noncollinear
```

```
'MagneticGoldstoneModes.goldstone_modes' depends on axioms: [propext, Classical.choice, Quot.sound]
'MagneticGoldstoneModes.nullity_noncollinear' depends on axioms: [propext, Classical.choice, Quot.sound]
```
